# The least energy of a classical conical spin spiral in a magnetic field

Suppose a planar spin spiral in a field perpendicular to its plane is compared only with the fully aligned state. The comparison predicts zero magnetisation up to some field, then a jump to saturation. For classical spins with isotropic exchange at fixed wave number, this is wrong: the spins tilt into a cone of lower energy, and they align only at twice the predicted field.

## From the cone angle to the saturation field

Let the unit spin at site \(x\) of an integer chain be

\[
s_x=(\sin t\cos qx,\ \sin t\sin qx,\ \cos t),
\]

with wave number \(q\) and cone angle \(t\), often written \(\theta\). The coupling at distance \(r>0\) is \(J_r\), positive for antiferromagnetic exchange, with each bond counted once. The field \(h\) along the third axis is in energy units: it is the magnetic moment per site times the flux density. By the cosine difference formula,

\[
s_x\cdot s_{x+r}=\cos^2t+\sin^2t\,\cos qr .
\]

With \(A=\sum_r J_r\) and \(B(q)=\sum_r J_r\cos qr\), both finite sums, the energy per site is

\[
E=A\cos^2t+B\sin^2t-h\cos t .
\]

The condition \(A>B\) says that exchange favours the spiral over parallel spins. Put \(D=A-B>0\) and replace \(\sin^2t\) by \(1-\cos^2t\):

\[
E=B+D\cos^2t-h\cos t=B-\frac{h^2}{4D}+D\Bigl(\cos t-\frac{h}{2D}\Bigr)^2 .
\]

If \(|h|\le 2D\), some angle has \(\cos t=h/(2D)\), and the minimum over \(t\) is \(B-h^2/(4D)\). The magnetisation \(\cos t\) grows linearly with the field.

If \(h\ge0\) and \(h\ge2D\), now for either sign of \(D\), the aligned state is lowest, because

\[
2\bigl(E-(A-h)\bigr)=(1-\cos t)(1+\cos t)(h-2D)+(1-\cos t)^2h\ge0 .
\]

The wave number enters \(E\) only through \(B(q)\sin^2t\). A wave number \(Q\) that minimises \(B\) is therefore best at every cone angle, and inserting \(B(Q)\) gives the joint minimum.

For couplings \(J_1,J_2\) with \(|J_1|<4J_2\),

\[
B(q)=J_1\cos q+J_2\cos 2q=-J_2-\frac{J_1^2}{8J_2}+2J_2\Bigl(\cos q+\frac{J_1}{4J_2}\Bigr)^2 .
\]

Hence \(\cos Q=-J_1/(4J_2)\) and \(A-B(Q)=(J_1+4J_2)^2/(8J_2)\). The cone closes at \(h=(J_1+4J_2)^2/(4J_2)\).

**A numerical instance.** Take \(J_1=-1\), \(J_2=\tfrac12\), \(h=\tfrac14\). Then \(Q=\pi/3\), \(A=-\tfrac12\), \(B=-\tfrac34\) and \(D=\tfrac14\). The planar spiral and the aligned state both have energy \(-\tfrac34\). The cone with \(\cos t=\tfrac12\) has

\[
E=-\tfrac18-\tfrac9{16}-\tfrac18=-\tfrac{13}{16},
\]

which is lower than both. Saturation comes at \(h=\tfrac12\).

**An added anisotropy.** A term \(K(s_x^z)^2\) in the energy per site replaces \(A\) by \(A+K\) in \(E\). The same square then gives the minimum over \(t\), \(B-h^2/(4(A+K-B))\), when \(A+K>B\) and \(|h|\le2(A+K-B)\). For \(K<0\) this need not be the best spiral: at \(h=0\), one whose plane contains the third axis has lower energy. This variant is argued here in prose alone.

## Spins, couplings and energy in Lean

```lean
import Mathlib

open Real Matrix

namespace ConicalSpiral

noncomputable section
```

A spin is a function `Fin 3 → ℝ`. Its components are numbered from 0, so `spiral q t x 2` is the component along the field.

```lean
/-- The spin at site `x` of a conical spiral with wave number `q` and cone angle `t`. -/
def spiral (q t : ℝ) (x : ℤ) : Fin 3 → ℝ :=
  ![sin t * cos (q * x), sin t * sin (q * x), cos t]

/-- The unit vector along the magnetic field. -/
def zAxis : Fin 3 → ℝ := ![0, 0, 1]
```

The finite set `R` holds the coupled distances. Read physically, these are positive, so that summing the energy over all sites counts each bond exactly once. `uniform` is \(A\) and `helical` is \(B(q)\).

```lean
/-- The sum `A` of the couplings `J r` over the finite set `R` of distances. -/
def uniform (R : Finset ℤ) (J : ℤ → ℝ) : ℝ := ∑ r ∈ R, J r

/-- The sum `B` of the couplings weighted with `cos (q r)`. -/
def helical (R : Finset ℤ) (J : ℤ → ℝ) (q : ℝ) : ℝ := ∑ r ∈ R, J r * cos (q * r)
```

The energy is built from the scalar products `⬝ᵥ` of the spins themselves, so the formula in \(A\) and \(B\) has to be proved.

```lean
/-- The energy per site: exchange of the spin at `x` with the spins at `x + r`,
and its Zeeman energy in the field `h`. -/
def energy (R : Finset ℤ) (J : ℤ → ℝ) (h q t : ℝ) (x : ℤ) : ℝ :=
  ∑ r ∈ R, J r * (spiral q t x ⬝ᵥ spiral q t (x + r)) - h * spiral q t x 2
```

A spin feels neighbours on both sides. `siteField` is the gradient of the total energy with respect to one spin, which is the usual effective field with the opposite sign.

```lean
/-- The vector that couples to the spin at `x`: the exchange with its neighbours on both
sides, minus the magnetic field. -/
def siteField (R : Finset ℤ) (J : ℤ → ℝ) (h q t : ℝ) (x : ℤ) : Fin 3 → ℝ :=
  ∑ r ∈ R, J r • (spiral q t (x + r) + spiral q t (x - r)) - h • zAxis
```

## The energy formula and its minimum

The proof of the scalar product writes \(qr\) as \(q(x+r)-qx\) and applies `Real.cos_sub`.

```lean
/-- The scalar product of two spins of the spiral depends only on their distance `r`. -/
theorem spiral_dot (q t : ℝ) (x r : ℤ) :
    spiral q t x ⬝ᵥ spiral q t (x + r) = cos t ^ 2 + sin t ^ 2 * cos (q * r) := by
  have e : spiral q t x ⬝ᵥ spiral q t (x + r) =
      sin t * cos (q * x) * (sin t * cos (q * ((x + r : ℤ) : ℝ))) +
      sin t * sin (q * x) * (sin t * sin (q * ((x + r : ℤ) : ℝ))) + cos t * cos t := by
    simp [spiral, dotProduct, Fin.sum_univ_three]
  have hr : cos (q * r) = cos (q * (x + r)) * cos (q * x) + sin (q * (x + r)) * sin (q * x) := by
    rw [← Real.cos_sub]
    congr 1
    ring
  rw [e, hr]
  push_cast
  ring
```

Summing over `R` term by term gives \(E\).

```lean
/-- The energy per site of the conical spiral is `A cos² t + B sin² t - h cos t`. -/
theorem energy_eq (R : Finset ℤ) (J : ℤ → ℝ) (h q t : ℝ) (x : ℤ) :
    energy R J h q t x =
      uniform R J * cos t ^ 2 + helical R J q * sin t ^ 2 - h * cos t := by
  have hz : spiral q t x 2 = cos t := rfl
  unfold energy uniform helical
  rw [hz, Finset.sum_mul, Finset.sum_mul, ← Finset.sum_add_distrib]
  congr 1
  refine Finset.sum_congr rfl fun r _ => ?_
  rw [spiral_dot]
  ring
```

Completing the square needs \(D\neq0\), which `hAB` supplies.

```lean
/-- For `A > B` the energy is a constant plus a square that measures how far `cos t` is
from `h / (2 (A - B))`. -/
theorem energy_square (R : Finset ℤ) (J : ℤ → ℝ) (h q t : ℝ) (x : ℤ)
    (hAB : helical R J q < uniform R J) :
    energy R J h q t x = helical R J q - h ^ 2 / (4 * (uniform R J - helical R J q)) +
      (uniform R J - helical R J q) *
        (cos t - h / (2 * (uniform R J - helical R J q))) ^ 2 := by
  have hd : uniform R J - helical R J q ≠ 0 := (sub_pos.mpr hAB).ne'
  rw [energy_eq, Real.sin_sq]
  field_simp
  ring
```

`IsLeast (Set.range …)` says that the value is attained at some cone angle and that no cone angle goes below it. The first part uses `arccos`, whose argument lies in \([-1,1]\) by the bound on the field; the second uses that the square is non-negative.

```lean
/-- For `A > B` and `|h| ≤ 2 (A - B)`, the least energy per site over all cone angles is
`B - h² / (4 (A - B))`. -/
theorem cone_minimum (R : Finset ℤ) (J : ℤ → ℝ) (h q : ℝ) (x : ℤ)
    (hAB : helical R J q < uniform R J)
    (hh : |h| ≤ 2 * (uniform R J - helical R J q)) :
    IsLeast (Set.range fun t => energy R J h q t x)
      (helical R J q - h ^ 2 / (4 * (uniform R J - helical R J q))) := by
  have hD : 0 < uniform R J - helical R J q := sub_pos.mpr hAB
  have hD2 : 0 < 2 * (uniform R J - helical R J q) := by linarith
  obtain ⟨hl, hu⟩ := abs_le.mp hh
  constructor
  · -- the bound on the field makes the optimal cosine attainable
    refine ⟨arccos (h / (2 * (uniform R J - helical R J q))), ?_⟩
    show energy R J h q _ x = _
    rw [energy_square R J h q _ x hAB, Real.cos_arccos
      (by rw [le_div_iff₀ hD2]; linarith) (by rw [div_le_iff₀ hD2]; linarith)]
    ring
  · rintro _ ⟨t, rfl⟩
    show _ ≤ energy R J h q t x
    rw [energy_square R J h q t x hAB]
    have := mul_nonneg hD.le
      (sq_nonneg (cos t - h / (2 * (uniform R J - helical R J q))))
    linarith
```

In the saturated case the angle \(t=0\) attains the value. `h3` and `h4` are the two products in the inequality above.

```lean
/-- For `h ≥ 0` and `h ≥ 2 (A - B)`, the least energy per site over all cone angles is
`A - h`, the energy of spins aligned with the field. -/
theorem saturated_minimum (R : Finset ℤ) (J : ℤ → ℝ) (h q : ℝ) (x : ℤ) (h0 : 0 ≤ h)
    (hh : 2 * (uniform R J - helical R J q) ≤ h) :
    IsLeast (Set.range fun t => energy R J h q t x) (uniform R J - h) := by
  constructor
  · refine ⟨0, ?_⟩
    show energy R J h q 0 x = _
    rw [energy_eq, Real.cos_zero, Real.sin_zero]
    ring
  · rintro _ ⟨t, rfl⟩
    show _ ≤ energy R J h q t x
    rw [energy_eq, Real.sin_sq]
    have h1 : 0 ≤ 1 - cos t := by linarith [Real.cos_le_one t]
    have h2 : 0 ≤ 1 + cos t := by linarith [Real.neg_one_le_cos t]
    -- the energy difference is a sum of two non-negative products
    have h3 := mul_nonneg (mul_nonneg h1 h2) (sub_nonneg.mpr hh)
    have h4 := mul_nonneg (mul_nonneg h1 h1) h0
    linarith
```

## Torque on a single spin

A minimum over one angle does not by itself show that each spin is in equilibrium with its neighbours. The addition formulas give

\[
s_{x+r}+s_{x-r}=2\cos(qr)\,s_x+2(1-\cos qr)\cos t\,\hat z ,
\]

where \(\hat z\) is the unit vector along the field. Weighting with \(J_r\) and summing, the gradient is \(2B\,s_x+b\,\hat z\) with \(b=2(A-B)\cos t-h\).

```lean
/-- The field at a site is a multiple of the spin there plus a vector along the axis. -/
theorem siteField_eq (R : Finset ℤ) (J : ℤ → ℝ) (h q t : ℝ) (x : ℤ) :
    siteField R J h q t x = (2 * helical R J q) • spiral q t x +
      (2 * (uniform R J - helical R J q) * cos t - h) • zAxis := by
  have pair : ∀ r : ℤ, spiral q t (x + r) + spiral q t (x - r) =
      (2 * cos (q * r)) • spiral q t x + (2 * (1 - cos (q * r)) * cos t) • zAxis := by
    intro r
    funext i
    fin_cases i
    · show sin t * cos (q * ((x + r : ℤ) : ℝ)) + sin t * cos (q * ((x - r : ℤ) : ℝ)) =
        2 * cos (q * r) * (sin t * cos (q * x)) + 2 * (1 - cos (q * r)) * cos t * 0
      push_cast
      rw [mul_add q, mul_sub q, Real.cos_add, Real.cos_sub]
      ring
    · show sin t * sin (q * ((x + r : ℤ) : ℝ)) + sin t * sin (q * ((x - r : ℤ) : ℝ)) =
        2 * cos (q * r) * (sin t * sin (q * x)) + 2 * (1 - cos (q * r)) * cos t * 0
      push_cast
      rw [mul_add q, mul_sub q, Real.sin_add, Real.sin_sub]
      ring
    · show cos t + cos t = 2 * cos (q * r) * cos t + 2 * (1 - cos (q * r)) * cos t * 1
      ring
  have h1 : ∑ r ∈ R, J r * (2 * cos (q * r)) = 2 * helical R J q := by
    unfold helical
    rw [Finset.mul_sum]
    exact Finset.sum_congr rfl fun r _ => by ring
  have h2 : ∑ r ∈ R, J r * (2 * (1 - cos (q * r)) * cos t) =
      2 * (uniform R J - helical R J q) * cos t := by
    unfold uniform helical
    rw [← Finset.sum_sub_distrib, Finset.mul_sum, Finset.sum_mul]
    exact Finset.sum_congr rfl fun r _ => by ring
  unfold siteField
  simp only [pair, smul_add, smul_smul, Finset.sum_add_distrib, ← Finset.sum_smul]
  rw [h1, h2]
  module
```

The part along \(s_x\) exerts no torque. The cross product `⨯₃` leaves \(b\sin t\,(\sin qx,-\cos qx,0)\), which vanishes exactly when \(b\sin t=0\); `linear_combination` extracts this from the two components with \(\sin^2+\cos^2=1\). The optimal cone is thus stationary under variation of any single spin. Stability is a separate question.

```lean
/-- The torque on a spin of the spiral vanishes exactly when the spins lie along the field
axis or the cone angle satisfies `2 (A - B) cos t = h`. -/
theorem torque_eq_zero_iff (R : Finset ℤ) (J : ℤ → ℝ) (h q t : ℝ) (x : ℤ) :
    spiral q t x ⨯₃ siteField R J h q t x = 0 ↔
      sin t = 0 ∨ 2 * (uniform R J - helical R J q) * cos t = h := by
  rw [siteField_eq, ← sub_eq_zero (b := h)]
  generalize 2 * (uniform R J - helical R J q) * cos t - h = b
  -- only the axial part of the field exerts a torque
  have e : spiral q t x ⨯₃ ((2 * helical R J q) • spiral q t x + b • zAxis) =
      ![b * sin t * sin (q * x), -(b * sin t * cos (q * x)), 0] := by
    rw [map_add, map_smul, map_smul, cross_self, smul_zero, zero_add, cross_apply]
    ext i
    fin_cases i <;> simp [spiral, zAxis] <;> ring
  rw [e]
  constructor
  · intro H
    have h0 : b * sin t * sin (q * x) = 0 := congrFun H 0
    have h1 : -(b * sin t * cos (q * x)) = 0 := congrFun H 1
    have hb : b * sin t = 0 := by
      linear_combination sin (q * x) * h0 - cos (q * x) * h1 -
        b * sin t * Real.sin_sq_add_cos_sq (q * x)
    exact (mul_eq_zero.mp hb).symm
  · intro H
    have hb : b * sin t = 0 := mul_eq_zero.mpr H.symm
    rw [hb]
    ext i
    fin_cases i <;> simp
```

## Minimum over wave number and cone angle

Here `hQ` assumes that \(Q\) minimises \(B\). The proof first passes from \(q\) to \(Q\) at fixed \(t\), then uses `cone_minimum`.

```lean
/-- If `Q` minimises `B`, with `A > B(Q)` and `|h| ≤ 2 (A - B(Q))`, then
`B(Q) - h² / (4 (A - B(Q)))` is the least energy over all wave numbers and cone angles. -/
theorem spiral_minimum (R : Finset ℤ) (J : ℤ → ℝ) (h Q : ℝ) (x : ℤ)
    (hQ : ∀ q, helical R J Q ≤ helical R J q) (hAB : helical R J Q < uniform R J)
    (hh : |h| ≤ 2 * (uniform R J - helical R J Q)) :
    IsLeast (Set.range fun p : ℝ × ℝ => energy R J h p.1 p.2 x)
      (helical R J Q - h ^ 2 / (4 * (uniform R J - helical R J Q))) := by
  have hm := cone_minimum R J h Q x hAB hh
  constructor
  · obtain ⟨t, ht⟩ := hm.1
    exact ⟨(Q, t), ht⟩
  · rintro _ ⟨⟨q, t⟩, rfl⟩
    have h1 : _ ≤ energy R J h Q t x := hm.2 ⟨t, rfl⟩
    refine h1.trans ?_
    show energy R J h Q t x ≤ energy R J h q t x
    rw [energy_eq, energy_eq]
    have := mul_le_mul_of_nonneg_right (hQ q) (sq_nonneg (sin t))
    linarith
```

For the \(J_1\)–\(J_2\) chain, that assumption is derived: `hB` is the square in \(\cos q\), and `hBQ` evaluates it at \(Q\).

```lean
/-- The chain with coupling `J₁` to nearest and `J₂` to next-nearest neighbours, for
`|J₁| < 4 J₂` and `|h| ≤ (J₁ + 4 J₂)² / (4 J₂)`: the least energy per site among all
conical spirals. -/
theorem j1j2_minimum (J₁ J₂ h : ℝ) (x : ℤ) (hJ : |J₁| < 4 * J₂)
    (hh : |h| ≤ (J₁ + 4 * J₂) ^ 2 / (4 * J₂)) :
    IsLeast (Set.range fun p : ℝ × ℝ =>
        energy {1, 2} (fun r => if r = 1 then J₁ else J₂) h p.1 p.2 x)
      (-J₂ - J₁ ^ 2 / (8 * J₂) - 2 * J₂ * h ^ 2 / (J₁ + 4 * J₂) ^ 2) := by
  obtain ⟨hl, hu⟩ := abs_lt.mp hJ
  have h2 : 0 < J₂ := by linarith
  have hs : 0 < J₁ + 4 * J₂ := by linarith
  set J : ℤ → ℝ := fun r => if r = 1 then J₁ else J₂ with hJdef
  have hA : uniform {1, 2} J = J₁ + J₂ := by
    rw [uniform, Finset.sum_pair (by norm_num)]
    simp [hJdef]
  -- complete the square in the cosine of the wave number
  have hB : ∀ q, helical {1, 2} J q =
      -J₂ - J₁ ^ 2 / (8 * J₂) + 2 * J₂ * (cos q + J₁ / (4 * J₂)) ^ 2 := by
    intro q
    have hc : cos (q * ((2 : ℤ) : ℝ)) = 2 * cos q ^ 2 - 1 := by
      rw [← Real.cos_two_mul]
      congr 1
      push_cast
      ring
    have e : helical {1, 2} J q = J₁ * cos q + J₂ * (2 * cos q ^ 2 - 1) := by
      rw [helical, Finset.sum_pair (by norm_num), hc]
      simp [hJdef]
    rw [e]
    field_simp
    ring
  have hBQ : helical {1, 2} J (arccos (-J₁ / (4 * J₂))) = -J₂ - J₁ ^ 2 / (8 * J₂) := by
    rw [hB, Real.cos_arccos (by rw [le_div_iff₀ (by linarith)]; linarith)
      (by rw [div_le_iff₀ (by linarith)]; linarith)]
    ring
  have hD : uniform {1, 2} J - helical {1, 2} J (arccos (-J₁ / (4 * J₂))) =
      (J₁ + 4 * J₂) ^ 2 / (8 * J₂) := by
    rw [hA, hBQ]
    field_simp
    ring
  have hpos : 0 < (J₁ + 4 * J₂) ^ 2 / (8 * J₂) := by positivity
  have hfield : 2 * ((J₁ + 4 * J₂) ^ 2 / (8 * J₂)) = (J₁ + 4 * J₂) ^ 2 / (4 * J₂) := by
    field_simp
    ring
  have hval : h ^ 2 / (4 * ((J₁ + 4 * J₂) ^ 2 / (8 * J₂))) =
      2 * J₂ * h ^ 2 / (J₁ + 4 * J₂) ^ 2 := by
    field_simp
    ring
  have key := spiral_minimum {1, 2} J h (arccos (-J₁ / (4 * J₂))) x
    (fun q => by
      rw [hBQ, hB q]
      have : 0 ≤ 2 * J₂ * (cos q + J₁ / (4 * J₂)) ^ 2 := by positivity
      linarith)
    (by linarith) (by rw [hD, hfield]; exact hh)
  rw [hD, hBQ, hval] at key
  exact key

end

end ConicalSpiral
```

```lean
#print axioms ConicalSpiral.energy_eq
-- 'ConicalSpiral.energy_eq' depends on axioms: [propext, Classical.choice, Quot.sound]
#print axioms ConicalSpiral.saturated_minimum
-- 'ConicalSpiral.saturated_minimum' depends on axioms: [propext, Classical.choice, Quot.sound]
#print axioms ConicalSpiral.torque_eq_zero_iff
-- 'ConicalSpiral.torque_eq_zero_iff' depends on axioms: [propext, Classical.choice, Quot.sound]
#print axioms ConicalSpiral.j1j2_minimum
-- 'ConicalSpiral.j1j2_minimum' depends on axioms: [propext, Classical.choice, Quot.sound]
```

The competitors in these minima are conical spirals about the field axis; the step to a real magnet's ground state requires that no other spin arrangement lies lower. For classical spins at zero temperature with isotropic exchange, the formulas turn couplings from an electronic-structure calculation into a saturation field, once these are converted to the sign and bond counting used here. They also give a reference energy for atomistic spin simulations.
